# Overlap of two Slater radial functions of equal n, and the EXAFS amplitude factor of one passive electron

Two normalized Slater radial functions with the same $n\ge 1$ and exponents $a,b>0$ have overlap
$$\left(\frac{2\sqrt{ab}}{a+b}\right)^{2n+1}\le 1,$$
with equality exactly when $a=b$. When X-ray absorption ejects a core electron, the electrons left behind, called passive, relax in the changed potential. Their incomplete overlap with the initial state reduces the EXAFS amplitude by a factor $S_0^2$. For one passive electron described by a single Slater function before and after, $S_0^2$ is the square of the overlap above.

```lean
import Mathlib

open Set

noncomputable section

namespace SlaterPassiveOverlap
```

## Radial functions and their overlap

The radial function is $R(r)=N r^{n-1}e^{-\zeta r}$, with exponent $\zeta$ in inverse length and
$$N=\sqrt{\frac{(2\zeta)^{2n+1}}{(2n)!}}.$$
In Lean, `slaterNorm` is only this formula; that it normalizes $R$ is proved below.

```lean
/-- The prefactor of a Slater radial function with principal quantum number `n` and
exponent `ζ > 0`. -/
def slaterNorm (n : ℕ) (ζ : ℝ) : ℝ :=
  √((2 * ζ) ^ (2 * n + 1) / ((2 * n).factorial : ℝ))
```

`slater` is a single nodeless radial function, not a Slater determinant.

```lean
/-- The Slater radial function `N r^(n-1) exp(-ζ r)`, for `n ≥ 1` and `ζ > 0`. -/
def slater (n : ℕ) (ζ r : ℝ) : ℝ :=
  slaterNorm n ζ * r ^ (n - 1) * Real.exp (-(ζ * r))
```

The overlap is $\int_0^\infty f(r)\,g(r)\,r^2\,dr$. The functions are real, so no conjugate appears. The angular and spin parts are taken to be unchanged and normalized, and contribute a factor 1.

```lean
/-- The overlap of two real radial functions, with the radial volume weight `r²`. -/
def radialOverlap (f g : ℝ → ℝ) : ℝ :=
  ∫ r in Ioi (0 : ℝ), f r * g r * r ^ 2
```

`S0sq` is defined as the squared overlap integral, with $a$ the initial and $b$ the final exponent. Identifying this number with the amplitude factor of a real absorber is a physical approximation: it replaces the many-electron states by one relaxing orbital.

```lean
/-- The amplitude reduction factor `S0²` of a single passive electron whose Slater exponent
changes from `a` to `b`: the squared overlap of its initial and final radial functions. -/
def S0sq (n : ℕ) (a b : ℝ) : ℝ :=
  (radialOverlap (slater n a) (slater n b)) ^ 2
```

## The overlap integral

For $c>0$ and a natural number $k$, substituting $t=cr$ gives
$$\int_0^\infty r^k e^{-cr}\,dr=\frac{\Gamma(k+1)}{c^{k+1}}=\frac{k!}{c^{k+1}}.$$
The proof takes Mathlib's Gamma integral, stated for real powers, and converts the powers to natural ones.

```lean
/-- The radial integral of `r^k exp(-c r)` over `r > 0` is `k! / c^(k+1)` for `c > 0`. -/
theorem integral_pow_mul_exp (k : ℕ) {c : ℝ} (hc : 0 < c) :
    ∫ r in Ioi (0 : ℝ), r ^ k * Real.exp (-(c * r)) = (k.factorial : ℝ) / c ^ (k + 1) := by
  have h := Real.integral_rpow_mul_exp_neg_mul_Ioi (a := (k : ℝ) + 1) (r := c)
    (by positivity) hc
  rw [Real.Gamma_nat_eq_factorial] at h
  simp only [add_sub_cancel_right, Real.rpow_natCast] at h
  rw [h, show (k : ℝ) + 1 = ((k + 1 : ℕ) : ℝ) by push_cast; rfl, Real.rpow_natCast,
    one_div, inv_pow, div_eq_inv_mul]
```

Since $(2a)(2b)=(2\sqrt{ab})^2$, the product under the two square roots is a perfect square, and
$$N_aN_b=\frac{(2\sqrt{ab})^{2n+1}}{(2n)!}.$$
This perfect square is `hsq` in the proof.

```lean
/-- For positive exponents, the product of two Slater prefactors is
`(2 √(ab))^(2n+1) / (2n)!`. -/
theorem slaterNorm_mul (n : ℕ) {a b : ℝ} (ha : 0 < a) (hb : 0 < b) :
    slaterNorm n a * slaterNorm n b =
      (2 * √(a * b)) ^ (2 * n + 1) / ((2 * n).factorial : ℝ) := by
  have hs : (2 * √(a * b)) ^ 2 = 2 * a * (2 * b) := by
    rw [mul_pow, Real.sq_sqrt (by positivity)]
    ring
  -- the product under the root is a perfect square
  have hsq : (2 * a) ^ (2 * n + 1) / ((2 * n).factorial : ℝ) *
      ((2 * b) ^ (2 * n + 1) / ((2 * n).factorial : ℝ)) =
      ((2 * √(a * b)) ^ (2 * n + 1) / ((2 * n).factorial : ℝ)) ^ 2 := by
    rw [div_mul_div_comm, ← mul_pow, ← hs, div_pow, ← pow_mul, ← pow_mul,
      mul_comm 2 (2 * n + 1), pow_two ((2 * n).factorial : ℝ)]
  unfold slaterNorm
  rw [← Real.sqrt_mul (by positivity), hsq, Real.sqrt_sq (by positivity)]
```

The powers of $r$ combine as $r^{n-1}r^{n-1}r^2=r^{2n}$, and the exponentials as $e^{-(a+b)r}$. With $k=2n$ and $c=a+b$,
$$N_aN_b\,\frac{(2n)!}{(a+b)^{2n+1}}=\left(\frac{2\sqrt{ab}}{a+b}\right)^{2n+1}.$$
In the proof, `h` rewrites the integrand, `omega` checks the exponent of $r$ using $n\ge1$, and `field_simp` cancels the factorial.

```lean
/-- Two Slater radial functions with the same `n ≥ 1` and exponents `a, b > 0` have overlap
`(2 √(ab) / (a+b))^(2n+1)`. -/
theorem slater_overlap {n : ℕ} (hn : 1 ≤ n) {a b : ℝ} (ha : 0 < a) (hb : 0 < b) :
    radialOverlap (slater n a) (slater n b) =
      (2 * √(a * b) / (a + b)) ^ (2 * n + 1) := by
  -- the integrand is again a power times an exponential
  have h : ∀ r : ℝ, slater n a r * slater n b r * r ^ 2 =
      slaterNorm n a * slaterNorm n b * (r ^ (2 * n) * Real.exp (-((a + b) * r))) := by
    intro r
    have hp : r ^ (n - 1) * r ^ (n - 1) * r ^ 2 = r ^ (2 * n) := by
      rw [← pow_add, ← pow_add]
      congr 1
      omega
    have he : Real.exp (-((a + b) * r)) = Real.exp (-(a * r)) * Real.exp (-(b * r)) := by
      rw [← Real.exp_add]
      congr 1
      ring
    simp only [slater]
    rw [he, ← hp]
    ring
  have hab : a + b ≠ 0 := by positivity
  have hf : ((2 * n).factorial : ℝ) ≠ 0 := by positivity
  unfold radialOverlap
  simp_rw [h]
  rw [MeasureTheory.integral_const_mul, integral_pow_mul_exp (2 * n) (add_pos ha hb),
    slaterNorm_mul n ha hb, div_pow]
  field_simp
```

Setting $a=b$ turns the base into $2a/(2a)=1$, so each function is normalized.

```lean
/-- A Slater radial function with `n ≥ 1` and positive exponent is normalized. -/
theorem slater_normalized {n : ℕ} (hn : 1 ≤ n) {a : ℝ} (ha : 0 < a) :
    radialOverlap (slater n a) (slater n a) = 1 := by
  rw [slater_overlap hn ha ha, Real.sqrt_mul_self ha.le, ← two_mul a,
    div_self (by positivity), one_pow]
```

Both results fail if $n=0$ is admitted. Subtraction of natural numbers in Lean gives $0-1=0$, so for $n=0$ and $\zeta=\tfrac12$ the function is $e^{-r/2}$. Its overlap with itself is $\int_0^\infty r^2e^{-r}\,dr=2$, not 1.

## The bound and its equality case

From $(a+b)^2-4ab=(a-b)^2\ge0$ we get $2\sqrt{ab}\le a+b$. The base of the power is therefore between 0 and 1, and so is the power. If the power equals 1, the nonnegative base equals 1. Then $2\sqrt{ab}=a+b$, and squaring gives $(a-b)^2=0$, so $a=b$. The converse is normalization. `nlinarith` supplies the inequality, and `linear_combination` the squared equation.

```lean
/-- For `n ≥ 1` and positive exponents, the overlap of two Slater radial functions is at
most 1, and it equals 1 exactly when the exponents agree. -/
theorem slater_overlap_le_one {n : ℕ} (hn : 1 ≤ n) {a b : ℝ} (ha : 0 < a) (hb : 0 < b) :
    radialOverlap (slater n a) (slater n b) ≤ 1 ∧
      (radialOverlap (slater n a) (slater n b) = 1 ↔ a = b) := by
  have hab : 0 < a + b := add_pos ha hb
  have hs : √(a * b) ^ 2 = a * b := Real.sq_sqrt (by positivity)
  have hq : 0 ≤ 2 * √(a * b) / (a + b) := by positivity
  constructor
  · -- the geometric mean does not exceed the arithmetic mean
    rw [slater_overlap hn ha hb]
    apply pow_le_one₀ hq
    rw [div_le_one hab]
    apply le_of_sq_le_sq _ hab.le
    nlinarith [sq_nonneg (a - b)]
  · constructor
    · intro h
      rw [slater_overlap hn ha hb, pow_eq_one_iff_of_nonneg hq (by omega),
        div_eq_one_iff_eq hab.ne'] at h
      -- equal means force equal exponents
      have h0 : (a - b) ^ 2 = 0 := by
        linear_combination 4 * hs - (2 * √(a * b) + (a + b)) * h
      exact sub_eq_zero.mp (pow_eq_zero_iff (two_ne_zero) |>.mp h0)
    · rintro rfl
      exact slater_normalized hn ha
```

## The amplitude factor

Squaring the overlap removes the root:
$$S_0^2=\left(\frac{4ab}{(a+b)^2}\right)^{2n+1}.$$

```lean
/-- For `n ≥ 1` and positive exponents, the amplitude reduction factor of one passive
electron is `(4ab / (a+b)²)^(2n+1)`. -/
theorem S0sq_eq {n : ℕ} (hn : 1 ≤ n) {a b : ℝ} (ha : 0 < a) (hb : 0 < b) :
    S0sq n a b = (4 * a * b / (a + b) ^ 2) ^ (2 * n + 1) := by
  have h : (2 * √(a * b) / (a + b)) ^ 2 = 4 * a * b / (a + b) ^ 2 := by
    rw [div_pow, mul_pow, Real.sq_sqrt (by positivity)]
    ring
  unfold S0sq
  rw [slater_overlap hn ha hb, ← h, ← pow_mul, ← pow_mul, mul_comm 2 (2 * n + 1)]
```

Write $\delta=(b-a)/(a+b)$. Then $4ab/(a+b)^2=1-\delta^2$, which is positive, and Bernoulli's inequality gives
$$S_0^2=(1-\delta^2)^{2n+1}\ge 1-(2n+1)\delta^2.$$
Within this one-orbital model, the amplitude loss is thus at most quadratic in the relative change of exponent. The proof names the identity `hx` and applies Bernoulli's inequality as `one_add_mul_le_pow`.

```lean
/-- For `n ≥ 1` and positive exponents, the amplitude loss `1 - S0²` is at most
`(2n+1) ((b-a)/(a+b))²`. -/
theorem amplitude_loss_le {n : ℕ} (hn : 1 ≤ n) {a b : ℝ} (ha : 0 < a) (hb : 0 < b) :
    1 - S0sq n a b ≤ (2 * n + 1) * ((b - a) / (a + b)) ^ 2 := by
  have hab : a + b ≠ 0 := by positivity
  have hx : 4 * a * b / (a + b) ^ 2 = 1 + -((b - a) / (a + b)) ^ 2 := by
    rw [div_pow, eq_comm, ← sub_eq_add_neg, sub_eq_iff_eq_add, ← add_div,
      eq_div_iff (pow_ne_zero 2 hab)]
    ring
  have hpos : 0 ≤ 4 * a * b / (a + b) ^ 2 := by positivity
  -- Bernoulli's inequality
  have h := one_add_mul_le_pow (a := -((b - a) / (a + b)) ^ 2) (by linarith) (2 * n + 1)
  rw [← hx, ← S0sq_eq hn ha hb] at h
  push_cast at h
  linarith
```

## Helium

Removing one electron from helium leaves one passive 1s electron. An isolated atom has no neighbours to scatter the photoelectron back, and so shows no EXAFS; helium serves here only as a small example of the overlap factor. In inverse Bohr radii, $a=27/16$ is the variational exponent of the neutral atom when both electrons share one 1s function, and $b=2$ is the exponent of the ion's ground state. By hand, $4ab=27/2$ and $a+b=59/16$, so
$$\frac{4ab}{(a+b)^2}=\frac{27}{2}\cdot\frac{256}{3481}=\frac{3456}{3481},\qquad S_0^2=\left(\frac{3456}{3481}\right)^3\approx0.9786.$$
Here $\delta=5/59$. The loss is about $0.0214$, just below the bound $3\delta^2=75/3481\approx0.0215$.

The theorem takes the two exponents as given numbers; `norm_num` does the arithmetic.

```lean
/-- A passive 1s electron whose Slater exponent changes from 27/16 to 2, as in the helium
model, has `S0² = (3456/3481)³`. -/
theorem helium_S0sq : S0sq 1 (27 / 16) 2 = (3456 / 3481) ^ 3 := by
  rw [S0sq_eq le_rfl (by norm_num) (by norm_num)]
  norm_num

end SlaterPassiveOverlap
```

```lean
#print axioms SlaterPassiveOverlap.slater_overlap_le_one
#print axioms SlaterPassiveOverlap.amplitude_loss_le
#print axioms SlaterPassiveOverlap.helium_S0sq
```

```
'SlaterPassiveOverlap.slater_overlap_le_one' depends on axioms: [propext, Classical.choice, Quot.sound]
'SlaterPassiveOverlap.amplitude_loss_le' depends on axioms: [propext, Classical.choice, Quot.sound]
'SlaterPassiveOverlap.helium_S0sq' depends on axioms: [propext, Classical.choice, Quot.sound]
```
